# The first-order ring-CCD equation: unique amplitudes and a nonpositive energy

The ring correlation energy, tr(BT)/2 with direct integrals over spin orbitals, is computed from an amplitude matrix T, and the equation meant to fix T need not have a solution, or a unique one. Take a single particle-hole pair with excitation energy D and interaction B. To first order in the interaction the amplitude equation reads B + 2DT = 0. For D = 0 it has no solution if B ≠ 0 and every T is a solution if B = 0, and for D < 0 and B ≠ 0 the energy BT/2 is positive. With many pairs the equation is a linear system for a whole matrix, and the trace of a product of two matrices has no evident sign. For this first-order equation, positive excitation energies and a symmetric interaction remove these defects.

## The claim

Let i and j label finitely many particle-hole pairs, let D_i be the real excitation energy of pair i, let A = diag(D_i), and let B be a real matrix of couplings B_ij. The ring coupled-cluster doubles (ring-CCD) amplitudes obey a Riccati equation of the form B + (A + K)T + T(A + K) + TBT = 0, where K is an interaction matrix added to the diagonal A. To first order in the interaction, the quadratic term and the products of K with T both drop out (a linearisation in T alone would keep K). This leaves

B + AT + TA = 0.

Suppose all D_i > 0 and B_ij = B_ji. Then the linear equation has exactly one solution,

T_ij = −B_ij / (D_i + D_j),

this T is symmetric, and its energy E = tr(BT)/2 is

E = −(1/2) Σ_ij B_ij² / (D_i + D_j) ≤ 0,

with E = 0 exactly when B = 0. For a finite basis of real canonical Hartree–Fock spin orbitals with a strictly positive gap, with D_i the orbital-energy difference of pair i and B_ij the direct Coulomb integral between two pairs, E is the direct part of the second-order Møller–Plesset energy.

## Derivation by hand

Since A is diagonal, (AT)_ij = D_i T_ij and (TA)_ij = T_ij D_j. The matrix equation separates into one scalar equation for each (i, j):

B_ij + (D_i + D_j) T_ij = 0.

The factor D_i + D_j is positive, so dividing by it gives the stated T_ij, and substituting that T_ij back satisfies the equation. The symmetry of B has not been used so far. It gives T_ji = −B_ji/(D_j + D_i) = T_ij.

For any real matrices M and N,

tr(MᵀN) = Σ_j Σ_i M_ij N_ij = Σ_ij M_ij N_ij.

With B = Bᵀ this gives tr(BT) = Σ_ij B_ij T_ij = −Σ_ij B_ij²/(D_i + D_j), and halving gives E. Each term B_ij²/(D_i + D_j) is nonnegative, so E ≤ 0. If E = 0, every term vanishes and hence every B_ij does; if B = 0, then tr(BT) = 0.

The same T minimises a quadratic functional of trial amplitudes X, of the Hylleraas type:

L(X) = tr(BX) + tr(Xᵀ(AX + XA))/2 = Σ_ij [ B_ij X_ij + (D_i + D_j) X_ij²/2 ].

For one (i, j) write b = B_ij, x = X_ij, t = T_ij, s = D_i + D_j. Expanding the square shows

bx + sx²/2 − bt/2 − s(x − t)²/2 = (x − t/2)(b + st),

and the right side is zero because b + st = 0. Summing over i and j,

L(X) = E + (1/2) Σ_ij (D_i + D_j)(X_ij − T_ij)².

For positive D_i the sum is nonnegative and vanishes only at X = T.

To place the linear equation within the quadratic one, introduce a real coupling strength c and a real matrix K for the interaction part of the A block. Replace A by A + cK and B by cB, and insert the amplitudes cT:

cB + (A + cK)cT + cT(A + cK) + c³TBT = c(B + AT + TA) + c²(KT + TK) + c³TBT.

The term of first order in c vanishes, and the energy is tr(cB·cT)/2 = c²E.

## Dropping a hypothesis

Without symmetry the amplitudes remain unique, but the energy formula and the sign can fail. For two pairs with D_0 = D_1 = 1 and B_01 = 1, B_10 = −1, B_00 = B_11 = 0, the solution has T_01 = −1/2 and T_10 = 1/2. Then BT is half the unit matrix and E = +1/2, whereas the formula would give −1/2. Without positivity, one pair with D = −1 and B = 1 has T = 1/2 and E = +1/4, and one pair with D = 0 and B = 1 has no solution. The antisymmetric example is verified in Lean below, while the one-pair cases rest on the arithmetic shown here.

## The formal development

The pairs are indexed by an arbitrary finite type `n`, and all matrices are real. The empty type is allowed, in which case the only matrix is zero and E = 0.

```lean
import Mathlib

open Matrix

namespace LinearRingCCD

noncomputable section

variable {n : Type*} [Fintype n] [DecidableEq n]
```

The energies are a function `D : n → ℝ`, and A enters as `diagonal D`. The linear equation is written `linResidual D B T = 0`.

```lean
/-- Residual `B + A T + T A` of the linear ring equation with `A = diag(D)`. -/
def linResidual (D : n → ℝ) (B T : Matrix n n ℝ) : Matrix n n ℝ :=
  B + diagonal D * T + T * diagonal D
```

The candidate solution is defined entry by entry. At a vanishing denominator Lean's division returns 0, so the definition gives the intended amplitudes only where D_i + D_j ≠ 0. The hypothesis `hD : ∀ i, 0 < D i`, which accompanies it in the theorems, ensures this for all i and j.

```lean
/-- First-order amplitudes `T_ij = -B_ij / (D_i + D_j)`. -/
def firstOrderAmp (D : n → ℝ) (B : Matrix n n ℝ) : Matrix n n ℝ :=
  Matrix.of fun i j => -B i j / (D i + D j)
```

The prefactor 1/2 in the energy is a convention fixed by definition, the one suited to direct integrals over spin orbitals; it is not derived from a Hamiltonian.

```lean
/-- Ring correlation energy `tr(B T) / 2`. -/
def ringEnergy (B T : Matrix n n ℝ) : ℝ :=
  trace (B * T) / 2
```

The functional L accepts any real matrix `X`, symmetric or not.

```lean
/-- Hylleraas-type functional `tr(B X) + tr(Xᵀ (A X + X A)) / 2` of trial amplitudes `X`,
with `A = diag(D)`. -/
def hylleraas (D : n → ℝ) (B X : Matrix n n ℝ) : ℝ :=
  trace (B * X) + trace (Xᵀ * (diagonal D * X + X * diagonal D)) / 2
```

The Riccati residual takes a general matrix `A`, so that A + cK can be inserted.

```lean
/-- Residual `B + A T + T A + T B T` of the ring-CCD Riccati equation. -/
def riccatiResidual (A B T : Matrix n n ℝ) : Matrix n n ℝ :=
  B + A * T + T * A + T * B * T
```

The separation into scalar equations comes from `Matrix.diagonal_mul` and `Matrix.mul_diagonal`, which are the two products (AT)_ij and (TA)_ij.

```lean
/-- The `(i, j)` element of the linear residual is `B_ij + (D_i + D_j) T_ij`. -/
theorem linResidual_apply (D : n → ℝ) (B T : Matrix n n ℝ) (i j : n) :
    linResidual D B T i j = B i j + (D i + D j) * T i j := by
  simp only [linResidual, Matrix.add_apply, Matrix.diagonal_mul, Matrix.mul_diagonal]
  ring
```

The next equivalence holds for every real `B`. From left to right, `eq_div_iff hne` clears the nonzero denominator, and what remains is the scalar equation `hij`. From right to left, `div_mul_cancel₀` performs the substitution of T_ij back into the equation.

```lean
/-- For positive excitation energies, `T` solves the linear ring equation exactly when it
equals the first-order amplitudes. -/
theorem linResidual_eq_zero_iff {D : n → ℝ} (hD : ∀ i, 0 < D i) (B T : Matrix n n ℝ) :
    linResidual D B T = 0 ↔ T = firstOrderAmp D B := by
  constructor
  · intro h
    ext i j
    have hij : linResidual D B T i j = 0 := by simp [h]
    rw [linResidual_apply] at hij
    have hne : D i + D j ≠ 0 := (add_pos (hD i) (hD j)).ne'
    simp only [firstOrderAmp, Matrix.of_apply]
    rw [eq_div_iff hne]
    linear_combination hij
  · intro h
    ext i j
    rw [h, linResidual_apply]
    simp only [firstOrderAmp, Matrix.of_apply, Matrix.zero_apply]
    have hne : D i + D j ≠ 0 := (add_pos (hD i) (hD j)).ne'
    have hc : -B i j / (D i + D j) * (D i + D j) = -B i j := div_mul_cancel₀ _ hne
    linear_combination hc
```

The trace identity is an unfolding of the trace and the product, followed by the exchange of the two sums, `Finset.sum_comm`.

```lean
omit [DecidableEq n] in
/-- The trace `tr(Mᵀ N)` is the sum of the elementwise products `M_ij N_ij`. -/
theorem trace_transpose_mul_eq (M N : Matrix n n ℝ) :
    trace (Mᵀ * N) = ∑ i, ∑ j, M i j * N i j := by
  simp only [Matrix.trace, Matrix.diag_apply, Matrix.mul_apply, Matrix.transpose_apply]
  exact Finset.sum_comm
```

The hypothesis `B.IsSymm` means Bᵀ = B. The proof replaces T by the explicit amplitudes and exchanges the indices in the numerator and the denominator.

```lean
/-- For positive excitation energies and symmetric `B`, a solution of the linear ring
equation is symmetric. -/
theorem solution_isSymm {D : n → ℝ} (hD : ∀ i, 0 < D i) {B T : Matrix n n ℝ}
    (hB : B.IsSymm) (hT : linResidual D B T = 0) : T.IsSymm := by
  rw [(linResidual_eq_zero_iff hD B T).1 hT]
  unfold Matrix.IsSymm
  ext i j
  simp only [Matrix.transpose_apply, firstOrderAmp, Matrix.of_apply]
  rw [hB.apply i j, add_comm (D j) (D i)]
```

For the energy, `rw [hB.eq] at h` turns tr(BᵀT) into tr(BT), which is the step that fails for the antisymmetric example. After T is replaced by the explicit amplitudes, both sides are compared term by term, and `ring` checks B_ij T_ij/2 = −(1/2) B_ij²/(D_i + D_j).

```lean
/-- For positive excitation energies and symmetric `B`, the ring energy of a solution of the
linear equation is `-(1/2) Σ_ij B_ij² / (D_i + D_j)`. -/
theorem ringEnergy_solution {D : n → ℝ} (hD : ∀ i, 0 < D i) {B T : Matrix n n ℝ}
    (hB : B.IsSymm) (hT : linResidual D B T = 0) :
    ringEnergy B T = -(1 / 2) * ∑ i, ∑ j, B i j ^ 2 / (D i + D j) := by
  -- symmetry of B turns the trace into an elementwise sum
  have h := trace_transpose_mul_eq B T
  rw [hB.eq] at h
  rw [ringEnergy, h, (linResidual_eq_zero_iff hD B T).1 hT]
  simp only [Finset.sum_div, Finset.mul_sum]
  refine Finset.sum_congr rfl fun i _ => Finset.sum_congr rfl fun j _ => ?_
  simp only [firstOrderAmp, Matrix.of_apply]
  ring
```

The sign is built up from the terms (`hterm`) to the inner sums (`hin`) and the double sum (`hall`). For the equality case, `Finset.sum_eq_zero_iff_of_nonneg` is applied once to each sum, and `div_eq_zero_iff` leaves either B_ij² = 0 or a zero denominator, which positivity excludes.

```lean
/-- For positive excitation energies and symmetric `B`, the ring energy of a solution of the
linear equation is nonpositive, and it vanishes exactly when `B = 0`. -/
theorem ringEnergy_solution_sign {D : n → ℝ} (hD : ∀ i, 0 < D i) {B T : Matrix n n ℝ}
    (hB : B.IsSymm) (hT : linResidual D B T = 0) :
    ringEnergy B T ≤ 0 ∧ (ringEnergy B T = 0 ↔ B = 0) := by
  have hE := ringEnergy_solution hD hB hT
  -- every pair contribution is nonnegative
  have hterm : ∀ i j, 0 ≤ B i j ^ 2 / (D i + D j) := fun i j =>
    div_nonneg (sq_nonneg _) (add_pos (hD i) (hD j)).le
  have hin : ∀ i, 0 ≤ ∑ j, B i j ^ 2 / (D i + D j) := fun i =>
    Finset.sum_nonneg fun j _ => hterm i j
  have hall : 0 ≤ ∑ i, ∑ j, B i j ^ 2 / (D i + D j) :=
    Finset.sum_nonneg fun i _ => hin i
  refine ⟨by linarith, ?_, ?_⟩
  · intro h
    have h0 : ∑ i, ∑ j, B i j ^ 2 / (D i + D j) = 0 := by linarith
    ext i j
    -- a vanishing sum forces each contribution to vanish
    have h1 : ∑ j, B i j ^ 2 / (D i + D j) = 0 :=
      (Finset.sum_eq_zero_iff_of_nonneg (fun i _ => hin i)).1 h0 i (Finset.mem_univ i)
    have h2 : B i j ^ 2 / (D i + D j) = 0 :=
      (Finset.sum_eq_zero_iff_of_nonneg (fun j _ => hterm i j)).1 h1 j (Finset.mem_univ j)
    rcases div_eq_zero_iff.1 h2 with h3 | h3
    · simpa using h3
    · exact absurd h3 (add_pos (hD i) (hD j)).ne'
  · intro h
    simp [ringEnergy, h]
```

The main theorem collects these lemmas. Given positive `D i` and symmetric `B`, the matrix `firstOrderAmp D B` solves the linear equation, and every `T` that solves it equals that matrix, is symmetric, has the stated energy, has energy at most zero, and has energy zero if and only if `B = 0`. Positivity of the energies and symmetry of B are assumed, and B is not tied to any integrals. Complex orbitals, infinitely many pairs, a vanishing gap and a non-diagonal A are not covered.

```lean
/-- For positive excitation energies and symmetric `B`, the first-order amplitudes solve
`B + A T + T A = 0` and every solution equals them. A solution is symmetric and has energy
`-(1/2) Σ_ij B_ij² / (D_i + D_j) ≤ 0`, which vanishes exactly when `B = 0`. -/
theorem linear_ring_equation {D : n → ℝ} (hD : ∀ i, 0 < D i) {B : Matrix n n ℝ}
    (hB : B.IsSymm) :
    linResidual D B (firstOrderAmp D B) = 0 ∧
      ∀ T, linResidual D B T = 0 →
        T = firstOrderAmp D B ∧ T.IsSymm ∧
        ringEnergy B T = -(1 / 2) * ∑ i, ∑ j, B i j ^ 2 / (D i + D j) ∧
        ringEnergy B T ≤ 0 ∧ (ringEnergy B T = 0 ↔ B = 0) :=
  ⟨(linResidual_eq_zero_iff hD B _).2 rfl, fun T hT =>
    ⟨(linResidual_eq_zero_iff hD B T).1 hT, solution_isSymm hD hB hT,
      ringEnergy_solution hD hB hT, ringEnergy_solution_sign hD hB hT⟩⟩
```

The completed square needs no sign condition on `D`, only that `T` solves the equation. The trace identity is used three times, and the closing `linear_combination (X i j - T i j / 2) * hij` is the factorisation (x − t/2)(b + st).

```lean
/-- If `B` is symmetric and `T` solves the linear equation, the functional at any `X` equals
the ring energy of `T` plus `(1/2) Σ_ij (D_i + D_j) (X_ij - T_ij)²`. -/
theorem hylleraas_eq {D : n → ℝ} {B T : Matrix n n ℝ} (hB : B.IsSymm)
    (hT : linResidual D B T = 0) (X : Matrix n n ℝ) :
    hylleraas D B X =
      ringEnergy B T + (1 / 2) * ∑ i, ∑ j, (D i + D j) * (X i j - T i j) ^ 2 := by
  have h1 := trace_transpose_mul_eq B X
  have h2 := trace_transpose_mul_eq B T
  rw [hB.eq] at h1 h2
  rw [hylleraas, ringEnergy, h1, h2, trace_transpose_mul_eq X]
  simp only [Finset.sum_div, Finset.mul_sum, ← Finset.sum_add_distrib]
  refine Finset.sum_congr rfl fun i _ => Finset.sum_congr rfl fun j _ => ?_
  have hij : linResidual D B T i j = 0 := by simp [hT]
  rw [linResidual_apply] at hij
  simp only [Matrix.add_apply, Matrix.diagonal_mul, Matrix.mul_diagonal]
  -- complete the square pair by pair
  linear_combination (X i j - T i j / 2) * hij
```

With positivity added, the argument for the sign of E is repeated for the terms (D_i + D_j)(X_ij − T_ij)². The bound compares L(X) with the second-order energy E, and it is not a variational bound on a ground-state energy.

```lean
/-- For positive excitation energies and symmetric `B`, the functional is bounded below by the
ring energy of the solution `T` of the linear equation, with equality exactly at `X = T`. -/
theorem hylleraas_minimum {D : n → ℝ} (hD : ∀ i, 0 < D i) {B T : Matrix n n ℝ}
    (hB : B.IsSymm) (hT : linResidual D B T = 0) (X : Matrix n n ℝ) :
    ringEnergy B T ≤ hylleraas D B X ∧ (hylleraas D B X = ringEnergy B T ↔ X = T) := by
  have hH := hylleraas_eq hB hT X
  have hterm : ∀ i j, 0 ≤ (D i + D j) * (X i j - T i j) ^ 2 := fun i j =>
    mul_nonneg (add_pos (hD i) (hD j)).le (sq_nonneg _)
  have hin : ∀ i, 0 ≤ ∑ j, (D i + D j) * (X i j - T i j) ^ 2 := fun i =>
    Finset.sum_nonneg fun j _ => hterm i j
  have hall : 0 ≤ ∑ i, ∑ j, (D i + D j) * (X i j - T i j) ^ 2 :=
    Finset.sum_nonneg fun i _ => hin i
  refine ⟨by linarith, ?_, ?_⟩
  · intro h
    have h0 : ∑ i, ∑ j, (D i + D j) * (X i j - T i j) ^ 2 = 0 := by linarith
    ext i j
    have h1 : ∑ j, (D i + D j) * (X i j - T i j) ^ 2 = 0 :=
      (Finset.sum_eq_zero_iff_of_nonneg (fun i _ => hin i)).1 h0 i (Finset.mem_univ i)
    have h2 : (D i + D j) * (X i j - T i j) ^ 2 = 0 :=
      (Finset.sum_eq_zero_iff_of_nonneg (fun j _ => hterm i j)).1 h1 j (Finset.mem_univ j)
    rcases mul_eq_zero.1 h2 with h3 | h3
    · exact absurd h3 (add_pos (hD i) (hD j)).ne'
    · exact sub_eq_zero.1 ((pow_eq_zero_iff two_ne_zero).1 h3)
  · intro h
    rw [hH]
    simp [h]
```

The expansion in c is a polynomial identity for arbitrary `K` and `c`, with neither positivity nor symmetry assumed. After the products are distributed, `module` collects the powers of c, and `hT` removes the first-order term. The statement concerns the residual left by cT; it does not assert that the Riccati equation has a solution, or that a solution lies close to cT.

```lean
/-- If `T` solves the linear equation, then for `A = diag(D) + c K` and interaction `c B` the
amplitudes `c T` leave the Riccati residual `c² (K T + T K) + c³ T B T` and have ring energy
`c² tr(B T) / 2`. -/
theorem riccati_first_order {D : n → ℝ} {B T : Matrix n n ℝ} (hT : linResidual D B T = 0)
    (K : Matrix n n ℝ) (c : ℝ) :
    riccatiResidual (diagonal D + c • K) (c • B) (c • T) =
        c ^ 2 • (K * T + T * K) + c ^ 3 • (T * B * T) ∧
      ringEnergy (c • B) (c • T) = c ^ 2 * ringEnergy B T := by
  constructor
  · -- the term of first order in c is the linear residual
    calc riccatiResidual (diagonal D + c • K) (c • B) (c • T)
        = c • linResidual D B T + (c ^ 2 • (K * T + T * K) + c ^ 3 • (T * B * T)) := by
          simp only [riccatiResidual, linResidual, Matrix.add_mul, Matrix.mul_add,
            Matrix.smul_mul, Matrix.mul_smul]
          module
      _ = c ^ 2 • (K * T + T * K) + c ^ 3 • (T * B * T) := by
          rw [hT, smul_zero, zero_add]
  · simp only [ringEnergy, Matrix.smul_mul, Matrix.mul_smul, Matrix.trace_smul, smul_eq_mul]
    ring
```

The antisymmetric example uses `Fin 2`, with indices 0 and 1 as above. The four entries of the residual are checked by `fin_cases`, and the trace is evaluated with `Matrix.trace_fin_two`.

```lean
/-- With two unit excitation energies and the antisymmetric `B = [[0, 1], [-1, 0]]`, the matrix
`[[0, -1/2], [1/2, 0]]` solves the linear equation and has ring energy `+1/2`. -/
theorem antisymmetric_energy_pos :
    linResidual (fun _ : Fin 2 => (1 : ℝ)) !![0, 1; -1, 0] !![0, -1 / 2; 1 / 2, 0] = 0 ∧
      ringEnergy (!![0, 1; -1, 0] : Matrix (Fin 2) (Fin 2) ℝ) !![0, -1 / 2; 1 / 2, 0]
        = 1 / 2 := by
  constructor
  · ext i j
    rw [linResidual_apply]
    fin_cases i <;> fin_cases j <;> simp <;> norm_num
  · simp [ringEnergy, Matrix.trace_fin_two]
    norm_num

end

end LinearRingCCD
```

```lean
#print axioms LinearRingCCD.linear_ring_equation
#print axioms LinearRingCCD.hylleraas_minimum
#print axioms LinearRingCCD.riccati_first_order
#print axioms LinearRingCCD.antisymmetric_energy_pos
```

```
'LinearRingCCD.linear_ring_equation' depends on axioms: [propext, Classical.choice, Quot.sound]
'LinearRingCCD.hylleraas_minimum' depends on axioms: [propext, Classical.choice, Quot.sound]
'LinearRingCCD.riccati_first_order' depends on axioms: [propext, Classical.choice, Quot.sound]
'LinearRingCCD.antisymmetric_energy_pos' depends on axioms: [propext, Classical.choice, Quot.sound]
```
